# For a band $Ak^s$ with $A,s>0$ and $d+s>2$, the Drude weight per carrier grows with filling exactly when $s>2$

Suppose a carrier density is read off a measured Drude weight by assuming a fixed effective mass. If the band is linear and two-dimensional, then at zero temperature doubling the number of carriers multiplies the weight by only $\sqrt2$, so the fixed-mass reading reports about 41 per cent more carriers instead of 100 per cent. For a band steeper than quadratic the error has the opposite sign. For a single isotropic power-law band of non-interacting electrons, the size and sign of the effect follow from one integral.

```lean
import Mathlib

open Set

namespace PowerLawDrudeWeight

noncomputable section
```

## The band and its Drude integral

Let $k>0$ be the distance from the origin of $d$-dimensional wave-vector space, and let the energy be

$$e(k)=A\,k^s ,$$

with real constants $A$ and $s$. When both are positive, the origin is the band minimum. In Lean, `band A s` is a function on all real numbers, but only its behaviour at positive $k$ enters below.

```lean
/-- The isotropic power-law band `e(k) = A k^s`, as a function of the radial wave number `k > 0`. -/
def band (A s : ℝ) (k : ℝ) : ℝ := A * k ^ s
```

At zero temperature the intraband weight along a direction $x$ is the sum of $\partial^2 e/\partial k_x^2$ over occupied states. For an isotropic band, the average of this curvature over directions is the Laplacian divided by $d$:

$$\frac1d\Big(e''+\frac{d-1}{k}\,e'\Big).$$

The volume element supplies a factor $k^{d-1}$. Leaving the constant $1/d$ to the overall prefactor gives the radial integrand. The definition accepts any band `e` and uses its actual derivatives through `deriv`.

```lean
/-- The radial Drude integrand `k^(d-1) (e'' + (d-1) e'/k)` of an isotropic band `e` in
dimension `d`, for `k > 0`. -/
def drudeIntegrand (d : ℕ) (e : ℝ → ℝ) (k : ℝ) : ℝ :=
  k ^ ((d : ℝ) - 1) * (deriv (deriv e) k + ((d : ℝ) - 1) * deriv e k / k)
```

Filling the band up to the Fermi radius $K$ gives

$$W=\int_0^K k^{d-1}\Big(e''+\frac{d-1}{k}\,e'\Big)dk .$$

Units have $\hbar=1$ and unit charge, and the constant made up of the angular integration, the factor $1/d$, the spin degeneracy and the density of $k$-points is left out. The Lean development takes this radial integral as its definition of the weight; it does not derive it from a conductivity formula.

```lean
/-- The Drude weight of an isotropic band filled from `0` to the Fermi radius `K`, up to a constant
factor that depends on neither `e` nor `K`. -/
def drudeWeight (d : ℕ) (e : ℝ → ℝ) (K : ℝ) : ℝ :=
  ∫ k in (0 : ℝ)..K, drudeIntegrand d e k
```

The filling is $n=K^d$. The true carrier density is $n$ times a constant, and that constant is the same one omitted from $W$, so $W/n$ is the mean inverse mass of the carriers. As a function of filling it is evaluated at $K=n^{1/d}$.

```lean
/-- The Drude weight per carrier at filling `n > 0` in dimension `d ≥ 1`, where the Fermi radius
is `n^(1/d)`. -/
def weightPerCarrier (d : ℕ) (e : ℝ → ℝ) (n : ℝ) : ℝ :=
  drudeWeight d e (n ^ ((d : ℝ)⁻¹)) / n
```

## Velocity and curvature

The group velocity is $e'(k)=sA\,k^{s-1}$, by the power rule at a point where $k\neq0$.

```lean
/-- The group velocity of the power-law band at `k > 0` is `s A k^(s-1)`. -/
theorem deriv_band (A s : ℝ) {k : ℝ} (hk : 0 < k) :
    deriv (band A s) k = s * A * k ^ (s - 1) := by
  have h : HasDerivAt (band A s) (A * (s * k ^ (s - 1))) k :=
    (Real.hasDerivAt_rpow_const (Or.inl hk.ne')).const_mul A
  rw [h.deriv]
  ring
```

Differentiating again gives $e''(k)=s(s-1)A\,k^{s-2}$. A formula for $e'$ at one point would not allow this step. The proof therefore first records, in `h`, that the velocity formula holds throughout a neighbourhood of $k$, and then differentiates the formula.

```lean
/-- The curvature of the power-law band at `k > 0` is `s (s-1) A k^(s-2)`. -/
theorem deriv_deriv_band (A s : ℝ) {k : ℝ} (hk : 0 < k) :
    deriv (deriv (band A s)) k = s * (s - 1) * A * k ^ (s - 2) := by
  -- the velocity formula holds in a neighbourhood of `k`, so it may be differentiated
  have h : deriv (band A s) =ᶠ[nhds k] fun q => s * A * q ^ (s - 1) := by
    filter_upwards [Ioi_mem_nhds hk] with q hq using deriv_band A s hq
  have h2 : HasDerivAt (fun q : ℝ => s * A * q ^ (s - 1))
      (s * A * ((s - 1) * k ^ (s - 1 - 1))) k :=
    (Real.hasDerivAt_rpow_const (Or.inl hk.ne')).const_mul (s * A)
  rw [h.deriv_eq, h2.deriv, show s - 1 - 1 = s - 2 by ring]
  ring
```

## The integrand is a single power

Both terms carry the power $k^{s-2}$, and they combine:

$$k^{d-1}\big[s(s-1)A\,k^{s-2}+(d-1)sA\,k^{s-2}\big]=sA\,(d+s-2)\,k^{d+s-3}.$$

In the proof, `h1` and `h3` cancel the division by $k$, `h2` adds the exponents, and `linear_combination` collects the coefficient $(s-1)+(d-1)=d+s-2$.

```lean
/-- For the power-law band the Drude integrand at `k > 0` is the single power
`s A (d+s-2) k^(d+s-3)`. -/
theorem drudeIntegrand_band (d : ℕ) (A s : ℝ) {k : ℝ} (hk : 0 < k) :
    drudeIntegrand d (band A s) k = s * A * (d + s - 2) * k ^ ((d : ℝ) + s - 3) := by
  have h1 : k ^ (s - 1) = k ^ (s - 2) * k := by
    rw [← Real.rpow_add_one hk.ne']
    congr 1
    ring
  have h2 : k ^ ((d : ℝ) - 1) * k ^ (s - 2) = k ^ ((d : ℝ) + s - 3) := by
    rw [← Real.rpow_add hk]
    congr 1
    ring
  have h3 : ((d : ℝ) - 1) * (s * A * (k ^ (s - 2) * k)) / k
      = ((d : ℝ) - 1) * s * A * k ^ (s - 2) := by
    rw [div_eq_iff hk.ne']
    ring
  rw [drudeIntegrand, deriv_deriv_band A s hk, deriv_band A s hk, h1, h3]
  linear_combination (s * A * (d + s - 2)) * h2
```

A power $k^p$ is integrable at the origin when $p>-1$. Here $p=d+s-3$, so the condition is $d+s>2$. For $d\ge1$ and positive $s$ it restricts only the one-dimensional case, where it requires $s>1$. Lean assigns the value zero to the integral of a non-integrable function, so integrability is proved separately: first for the power, then for the Drude integrand, which agrees with it on $(0,K]$.

```lean
/-- If `d + s > 2`, the Drude integrand of the power-law band is integrable from `0` to any
Fermi radius `K > 0`. -/
theorem drudeIntegrand_integrable (d : ℕ) (A s : ℝ) (hds : 2 < (d : ℝ) + s)
    {K : ℝ} (hK : 0 < K) :
    IntervalIntegrable (drudeIntegrand d (band A s)) MeasureTheory.volume 0 K := by
  have h : IntervalIntegrable (fun k : ℝ => s * A * (d + s - 2) * k ^ ((d : ℝ) + s - 3))
      MeasureTheory.volume 0 K :=
    (intervalIntegral.intervalIntegrable_rpow' (by linarith)).const_mul _
  rw [intervalIntegrable_iff_integrableOn_Ioc_of_le hK.le] at h ⊢
  exact h.congr_fun (fun k hk => (drudeIntegrand_band d A s hk.1).symm) measurableSet_Ioc
```

## The weight in terms of the filling

The integral is now elementary. The lower limit contributes nothing because $d+s-2>0$, and the same factor cancels:

$$W=sA\,(d+s-2)\,\frac{K^{d+s-2}}{d+s-2}=sA\,K^{d+s-2}=sA\,n^{(d+s-2)/d}.$$

The theorem `drudeWeight_band` states this for every integer $d\ge1$, every $K>0$ and all real $A$ and $s$ with $d+s>2$; neither $A$ nor $s$ has to be positive. If $sA<0$, however, the energy falls with $k$, so filling from $0$ to $K$ is not the zero-temperature occupation and the formula is only an identity for the integral. The filling appears as `K ^ d`. In the proof, `hn` is the last equality, `hc` replaces the integrand by the single power, and `integral_rpow` evaluates the integral.

```lean
/-- In dimension `d ≥ 1` with `d + s > 2`, the Drude weight of the band `A k^s` filled to `K > 0`
is `s A n^((d+s-2)/d)` with `n = K^d`. -/
theorem drudeWeight_band (d : ℕ) (hd : 1 ≤ d) (A s : ℝ) (hds : 2 < (d : ℝ) + s)
    {K : ℝ} (hK : 0 < K) :
    drudeWeight d (band A s) K = s * A * (K ^ d) ^ (((d : ℝ) + s - 2) / d) := by
  have hd0 : (d : ℝ) ≠ 0 := by
    have : d ≠ 0 := by omega
    exact_mod_cast this
  have h0 : (d : ℝ) + s - 2 ≠ 0 := by linarith
  -- the filling raised to the stated exponent is a power of the Fermi radius
  have hn : (K ^ d) ^ (((d : ℝ) + s - 2) / d) = K ^ ((d : ℝ) + s - 2) := by
    rw [← Real.rpow_natCast K d, ← Real.rpow_mul hK.le]
    congr 1
    field_simp
  have hc : drudeWeight d (band A s) K
      = ∫ k in (0 : ℝ)..K, s * A * (d + s - 2) * k ^ ((d : ℝ) + s - 3) := by
    rw [drudeWeight, intervalIntegral.integral_of_le hK.le,
      intervalIntegral.integral_of_le hK.le]
    exact MeasureTheory.setIntegral_congr_fun measurableSet_Ioc
      (fun k hk => drudeIntegrand_band d A s hk.1)
  rw [hn, hc, intervalIntegral.integral_const_mul, integral_rpow (Or.inl (by linarith)),
    show (d : ℝ) + s - 3 + 1 = d + s - 2 by ring, Real.zero_rpow h0, sub_zero]
  generalize (d : ℝ) + s - 2 = D at h0 ⊢
  field_simp
```

Dividing by $n$ lowers the exponent by one:

$$\frac Wn=sA\,n^{(s-2)/d}.$$

The proof inserts $K=n^{1/d}$, uses $(n^{1/d})^d=n$, and splits the exponent in `he` as $(s-2)/d+1$.

```lean
/-- In dimension `d ≥ 1` with `d + s > 2`, the Drude weight per carrier of the band `A k^s` at
filling `n > 0` is `s A n^((s-2)/d)`. -/
theorem weightPerCarrier_band (d : ℕ) (hd : 1 ≤ d) (A s : ℝ) (hds : 2 < (d : ℝ) + s)
    {n : ℝ} (hn : 0 < n) :
    weightPerCarrier d (band A s) n = s * A * n ^ ((s - 2) / d) := by
  have hd1 : d ≠ 0 := by omega
  have hd0 : (d : ℝ) ≠ 0 := by exact_mod_cast hd1
  have he : ((d : ℝ) + s - 2) / d = (s - 2) / d + 1 := by
    rw [div_add_one hd0]
    congr 1
    ring
  rw [weightPerCarrier, drudeWeight_band d hd A s hds (Real.rpow_pos_of_pos hn _),
    Real.rpow_inv_natCast_pow hn.le hd1, he, Real.rpow_add_one hn.ne', div_eq_iff hn.ne']
  ring
```

As a numerical instance, take $d=2$, $s=4$, $A=1$ and $K=2$. The integrand is $k(12k^2+4k^2)=16k^3$, so $W=4\cdot2^4=64$. The filling is $n=4$, and the closed form gives $4\cdot4^{2}=64$ as well. The weight per carrier is $16$, whereas at $K=1$, where $n=1$, it is $4$.

## Rising, constant or falling

Now let $A$ and $s$ be positive, so that the prefactor $sA$ is positive. The sign of the exponent $(s-2)/d$ then decides the behaviour: $W/n$ strictly increases for $s>2$, equals $sA=2A$ for $s=2$, and strictly decreases for $s<2$.

For the converses, it is enough to compare the fillings $1$ and $2$. If $W/n$ strictly increases, its value at $2$ exceeds its value at $1$. This contradicts $s=2$, where the two values agree, and $s<2$, where the order is reversed, so $s>2$. The other two converses run the same way.

In the statement, `StrictMonoOn` and `StrictAntiOn` on `Ioi 0` mean strictly increasing and strictly decreasing over all positive fillings, and constancy is the existence of one number `c` equal to $W/n$ at every positive filling. The auxiliary facts `up`, `flat` and `down` are the three forward directions. Each converse then splits into the cases $s<2$, $s=2$ and $s>2$, and `linarith` finds the contradictions.

```lean
/-- For `A, s > 0`, `d ≥ 1` and `d + s > 2`, the Drude weight per carrier of the band `A k^s`
strictly increases with filling iff `s > 2`, is constant iff `s = 2`, and strictly decreases
iff `s < 2`. -/
theorem weightPerCarrier_trichotomy (d : ℕ) (hd : 1 ≤ d) (A s : ℝ) (hA : 0 < A) (hs : 0 < s)
    (hds : 2 < (d : ℝ) + s) :
    (StrictMonoOn (weightPerCarrier d (band A s)) (Ioi 0) ↔ 2 < s) ∧
    ((∃ c, ∀ n, 0 < n → weightPerCarrier d (band A s) n = c) ↔ s = 2) ∧
    (StrictAntiOn (weightPerCarrier d (band A s)) (Ioi 0) ↔ s < 2) := by
  have hdpos : (0 : ℝ) < d := by exact_mod_cast hd
  have hc : 0 < s * A := mul_pos hs hA
  have h := fun (n : ℝ) (hn : 0 < n) => weightPerCarrier_band d hd A s hds hn
  have up : 2 < s → StrictMonoOn (weightPerCarrier d (band A s)) (Ioi 0) := by
    intro h2 x hx y hy hxy
    rw [h x hx, h y hy]
    exact mul_lt_mul_of_pos_left
      (Real.rpow_lt_rpow (le_of_lt hx) hxy (div_pos (by linarith) hdpos)) hc
  have down : s < 2 → StrictAntiOn (weightPerCarrier d (band A s)) (Ioi 0) := by
    intro h2 x hx y hy hxy
    rw [h x hx, h y hy]
    exact mul_lt_mul_of_pos_left
      ((Real.rpow_lt_rpow_iff_of_neg hy hx (div_neg_of_neg_of_pos (by linarith) hdpos)).2 hxy) hc
  have flat : s = 2 → ∀ n, 0 < n → weightPerCarrier d (band A s) n = s * A := by
    intro h2 n hn
    have hp : (s - 2) / (d : ℝ) = 0 := by rw [h2, sub_self, zero_div]
    rw [h n hn, hp, Real.rpow_zero, mul_one]
  -- the converses compare the fillings 1 and 2
  have m1 : (1 : ℝ) ∈ Ioi (0 : ℝ) := Set.mem_Ioi.2 (by norm_num)
  have m2 : (2 : ℝ) ∈ Ioi (0 : ℝ) := Set.mem_Ioi.2 (by norm_num)
  refine ⟨⟨fun hm => ?_, up⟩, ⟨fun ⟨c, hw⟩ => ?_, fun h2 => ⟨s * A, flat h2⟩⟩,
    ⟨fun hm => ?_, down⟩⟩
  · have h12 := hm m1 m2 one_lt_two
    rcases lt_trichotomy s 2 with h2 | h2 | h2
    · linarith [down h2 m1 m2 one_lt_two]
    · linarith [flat h2 1 one_pos, flat h2 2 two_pos]
    · exact h2
  · have e1 := hw 1 one_pos
    have e2 := hw 2 two_pos
    rcases lt_trichotomy s 2 with h2 | h2 | h2
    · linarith [down h2 m1 m2 one_lt_two]
    · exact h2
    · linarith [up h2 m1 m2 one_lt_two]
  · have h12 := hm m1 m2 one_lt_two
    rcases lt_trichotomy s 2 with h2 | h2 | h2
    · exact h2
    · linarith [flat h2 1 one_pos, flat h2 2 two_pos]
    · linarith [up h2 m1 m2 one_lt_two]
```

The model is a single isotropic power extending over all occupied states, without interactions, Brillouin-zone boundaries or thermal smearing. Within those limits, the closed form for $W/n$ is a test value for a code that averages the band curvature $\partial^2 e/\partial k_x^2$ over the occupied states.

## The parabolic band recovers the mass

For $e=k^2/(2m)$ we have $s=2$ and $A=1/(2m)$, so $W/n=sA=1/m$ in every dimension and at every filling. This is the familiar rule that the Drude weight is density over mass. The theorem states it as $m\,(W/n)=1$ for any $m\neq0$. The physical reading is for $m>0$; for $m<0$ the origin is a band maximum, the states near it are not the first to fill, and the identity is only formal.

```lean
/-- For the parabolic band `k²/(2m)` with `m ≠ 0`, in any dimension `d ≥ 1` and at any filling
`n > 0`, the mass times the Drude weight per carrier is one. -/
theorem parabolic_band (d : ℕ) (hd : 1 ≤ d) {m n : ℝ} (hm : m ≠ 0) (hn : 0 < n) :
    m * weightPerCarrier d (band (1 / (2 * m)) 2) n = 1 := by
  have hdpos : (0 : ℝ) < d := by exact_mod_cast hd
  rw [weightPerCarrier_band d hd _ 2 (by linarith) hn, sub_self, zero_div, Real.rpow_zero]
  field_simp
```

## The linear band in one dimension

The condition $d+s>2$ cannot be weakened to $d+s\ge2$. Take $d=1$, $s=1$ and $A\neq0$. The closed form would give $W=A\,n^0=A$, but $e''=0$ for all $k>0$ and the term with $d-1$ is absent, so the integral is zero.

The physical reason is the kink of $A|k|$ at the origin. All the curvature of this band sits at that one point, and an integral over positive $k$ misses it. Once the kink is counted, the weight is $A$, as the closed form says. The theorem below concerns only that integral; the kink is an interpretation of its result. The proof uses the single-power form of the integrand, whose coefficient $d+s-2$ is zero here.

```lean
/-- For the linear band `A k` in one dimension, where `d + s = 2`, the Drude integral vanishes
at every Fermi radius `K > 0`. -/
theorem linear_band_one_dim (A : ℝ) {K : ℝ} (hK : 0 < K) :
    drudeWeight 1 (band A 1) K = 0 := by
  rw [drudeWeight, intervalIntegral.integral_of_le hK.le]
  apply MeasureTheory.setIntegral_eq_zero_of_forall_eq_zero
  intro k hk
  have h0 : ((1 : ℕ) : ℝ) + 1 - 2 = 0 := by norm_num
  rw [drudeIntegrand_band 1 A 1 hk.1, h0, mul_zero, zero_mul]

end

end PowerLawDrudeWeight
```

```lean
#print axioms PowerLawDrudeWeight.weightPerCarrier_band
#print axioms PowerLawDrudeWeight.weightPerCarrier_trichotomy
#print axioms PowerLawDrudeWeight.parabolic_band
#print axioms PowerLawDrudeWeight.linear_band_one_dim
```

```
'PowerLawDrudeWeight.weightPerCarrier_band' depends on axioms: [propext, Classical.choice, Quot.sound]
'PowerLawDrudeWeight.weightPerCarrier_trichotomy' depends on axioms: [propext, Classical.choice, Quot.sound]
'PowerLawDrudeWeight.parabolic_band' depends on axioms: [propext, Classical.choice, Quot.sound]
'PowerLawDrudeWeight.linear_band_one_dim' depends on axioms: [propext, Classical.choice, Quot.sound]
```
